# Tangents and secants to a squared, Lorentzian-broadened square-root edge meet zero below the gap

An absorption spectrum near a direct gap is squared, a straight line is laid along its rising part, and the energy at which the line meets zero is read as the gap. For an ideal square-root edge with a constant Lorentzian broadening, a tangent or a line through two points of the squared spectrum gives a gap that is too low. Someone who takes the error for scatter may average over several fitting ranges, but every tangent errs in the same direction, and so does the average.

The model is a single square-root edge with one constant broadening. Energies $w$ are measured from the true gap, so the true edge lies at $w=0$. The broadening is an energy $\eta>0$, and the lineshape is

$$f(w)=\operatorname{Re}\sqrt{w+i\eta}.$$

For independent electrons this bears on gaps read from calculated or measured optical spectra, as far as the joint density of states can be taken as that of three-dimensional parabolic bands at all energies above the gap, with constant transition matrix elements and any prefactor that depends on the photon energy divided out. The condition on the density of states reaches beyond the edge itself because a Lorentzian has long tails.

```lean
import Mathlib

open Set

namespace BroadenedEdge

noncomputable section
```

## The edge as the real part of a complex root

Parabolic bands in three dimensions give a joint density of states proportional to $\sqrt{w}$ above the gap and zero below it. Convolution with a normalised Lorentzian of half width $\eta$ at half maximum turns this into $f(w)$. The parameter $\eta$ stands for a finite lifetime of the excited state, taken to be the same at all energies.

```lean
/-- The three-dimensional edge at zero energy with broadening `η`: the real part of the
principal square root of `w + iη`. -/
def edge (η w : ℝ) : ℝ := (((w : ℂ) + η * Complex.I) ^ (1 / 2 : ℂ)).re
```

In `edge η w` the root is the complex power with exponent `1 / 2`, which is the principal branch, and `.re` takes its real part. The amplitude is set to one. A different constant amplitude would rescale the squared edge without moving the zero of any line drawn to it.

Write $F(w)=f(w)^2$. The tangent to $F$ at the energy $w$, evaluated at the energy $x$, is

$$T_w(x)=F(w)+F'(w)\,(x-w).$$

```lean
/-- The line through the squared edge at the energy `w` whose slope is the `deriv` of the squared
edge there, evaluated at the energy `x`. For positive broadening it is the tangent. -/
def tangentLine (η w x : ℝ) : ℝ :=
  edge η w ^ 2 + deriv (fun v => edge η v ^ 2) w * (x - w)
```

The slope here is Lean's `deriv` of the squared edge, so the definition presupposes neither a closed form nor an intercept. Lean's `deriv` returns zero where a function has no derivative, which happens here for $\eta=0$ at $w=0$. For $\eta>0$ the derivative exists at every energy, as shown further down, and the line is the tangent.

## The squared edge in closed form

Let $s(w)=\sqrt{w^2+\eta^2}$ be the modulus of $w+i\eta$. Because $\eta^2>0$, we have $|w|^2=w^2<w^2+\eta^2$, and taking roots gives

$$|w|<s(w).$$

```lean
/-- For positive broadening, the modulus of `w + iη` exceeds `|w|`. -/
theorem abs_lt_modulus {η : ℝ} (hη : 0 < η) (w : ℝ) : |w| < √(w ^ 2 + η ^ 2) := by
  apply Real.lt_sqrt_of_sq_lt
  rw [sq_abs]
  linarith [pow_pos hη 2]
```

Now write the complex root as $\sqrt{w+i\eta}=p+iq$ with real $p$ and $q$, so that $f(w)=p$. Squaring and separating real and imaginary parts gives

$$p^2-q^2=w,\qquad 2pq=\eta .$$

The sum of the squares follows from

$$(p^2+q^2)^2=(p^2-q^2)^2+(2pq)^2=w^2+\eta^2,$$

so $p^2+q^2=s(w)$. Adding this to the first equation and halving yields

$$F(w)=p^2=\frac{s(w)+w}{2}.$$

```lean
/-- For positive broadening, the squared edge is half the sum of the modulus of `w + iη`
and `w`. -/
theorem edge_sq {η : ℝ} (hη : 0 < η) (w : ℝ) :
    edge η w ^ 2 = (√(w ^ 2 + η ^ 2) + w) / 2 := by
  have hz : (w : ℂ) + η * Complex.I ≠ 0 := by
    intro h
    have h' := congrArg Complex.im h
    simp at h'
    linarith
  have hsq : ((w : ℂ) + η * Complex.I) ^ (1 / 2 : ℂ) * ((w : ℂ) + η * Complex.I) ^ (1 / 2 : ℂ)
      = (w : ℂ) + η * Complex.I := by
    rw [← Complex.cpow_add _ _ hz]
    norm_num
  unfold edge
  generalize ((w : ℂ) + η * Complex.I) ^ (1 / 2 : ℂ) = r at hsq ⊢
  -- real and imaginary parts of `r * r = w + iη`
  have hre := congrArg Complex.re hsq
  have him := congrArg Complex.im hsq
  simp only [Complex.mul_re, Complex.mul_im, Complex.add_re, Complex.add_im,
    Complex.ofReal_re, Complex.ofReal_im, Complex.I_re, Complex.I_im] at hre him
  have hre' : r.re ^ 2 - r.im ^ 2 = w := by linarith
  have him' : 2 * r.re * r.im = η := by linarith
  have hmod : √(w ^ 2 + η ^ 2) = r.re ^ 2 + r.im ^ 2 := by
    have h : w ^ 2 + η ^ 2 = (r.re ^ 2 + r.im ^ 2) ^ 2 := by
      rw [← hre', ← him']
      ring
    rw [h]
    exact Real.sqrt_sq (by positivity)
  rw [hmod]
  linarith
```

The hypothesis `hz` says that $w+i\eta\neq0$, which allows the exponents $\tfrac12+\tfrac12=1$ to be added in `hsq`. After that, `generalize` replaces the root by an arbitrary complex number `r` with $r^2=w+i\eta$. The other branch, $-r$, would give the same $F$. The equations `hre'`, `him'` and `hmod` are the three relations above, with `r.re` for $p$ and `r.im` for $q$.

## Broadening lifts the squared edge everywhere

Without broadening the squared edge is $\max(w,0)$: a straight line of slope one above the gap and zero below. From $-s(w)<w<s(w)$ we get

$$F(w)-w=\frac{s(w)-w}{2}>0,\qquad F(w)=\frac{s(w)+w}{2}>0,$$

and therefore $F(w)>\max(w,0)$ at every real energy.

```lean
/-- For positive broadening, the squared edge lies strictly above the unbroadened one,
`max(w, 0)`, at every energy. -/
theorem max_lt_edge_sq {η : ℝ} (hη : 0 < η) (w : ℝ) : max w 0 < edge η w ^ 2 := by
  have h := abs_lt.1 (abs_lt_modulus hη w)
  rw [edge_sq hη]
  exact max_lt (by linarith [h.2]) (by linarith [h.1])
```

The two arguments of `max_lt` are these two inequalities.

## The squared edge has no straight section

Take two energies $x\neq y$ and weights $a,b>0$ with $a+b=1$. The linear term $w/2$ in $F$ contributes equally to both sides of the convexity inequality, so it is enough to show

$$s(ax+by)<a\,s(x)+b\,s(y).$$

First,

$$(x^2+\eta^2)(y^2+\eta^2)-(xy+\eta^2)^2=\eta^2(x-y)^2>0,$$

which gives $xy+\eta^2<s(x)s(y)$. This is the strict Cauchy–Schwarz inequality for the vectors $(x,\eta)$ and $(y,\eta)$. Next, using $a^2+b^2-1=-2ab$,

$$\bigl(a\,s(x)+b\,s(y)\bigr)^2-\bigl((ax+by)^2+\eta^2\bigr)=2ab\,\bigl(s(x)s(y)-xy-\eta^2\bigr)>0 .$$

Taking roots gives the inequality for $s$, and with it strict convexity of $F$.

```lean
/-- For positive broadening, the squared edge is a strictly convex function of energy. -/
theorem strictConvexOn_edge_sq {η : ℝ} (hη : 0 < η) :
    StrictConvexOn ℝ univ (fun w => edge η w ^ 2) := by
  refine ⟨convex_univ, fun x _ y _ hxy a b ha hb hab => ?_⟩
  simp only [edge_sq hη, smul_eq_mul]
  have hx : √(x ^ 2 + η ^ 2) ^ 2 = x ^ 2 + η ^ 2 := Real.sq_sqrt (by positivity)
  have hy : √(y ^ 2 + η ^ 2) ^ 2 = y ^ 2 + η ^ 2 := Real.sq_sqrt (by positivity)
  have hd : 0 < (x - y) ^ 2 := by
    have := sub_ne_zero.2 hxy
    positivity
  -- strict Cauchy-Schwarz for the vectors `(x, η)` and `(y, η)`
  have hkey : x * y + η ^ 2 < √(x ^ 2 + η ^ 2) * √(y ^ 2 + η ^ 2) := by
    apply lt_of_pow_lt_pow_left₀ 2 (by positivity)
    rw [mul_pow, hx, hy]
    nlinarith [mul_pos (pow_pos hη 2) hd]
  have hroot : √((a * x + b * y) ^ 2 + η ^ 2)
      < a * √(x ^ 2 + η ^ 2) + b * √(y ^ 2 + η ^ 2) := by
    rw [Real.sqrt_lt' (by positivity)]
    have hpos := mul_pos (mul_pos ha hb) (sub_pos.2 hkey)
    have e : (a * √(x ^ 2 + η ^ 2) + b * √(y ^ 2 + η ^ 2)) ^ 2
        - ((a * x + b * y) ^ 2 + η ^ 2)
        = 2 * (a * b * (√(x ^ 2 + η ^ 2) * √(y ^ 2 + η ^ 2) - (x * y + η ^ 2))) := by
      linear_combination a ^ 2 * hx + b ^ 2 * hy + η ^ 2 * (a + b + 1) * hab
    linarith
  linarith
```

`StrictConvexOn ℝ univ` says that $F(ax+by)<aF(x)+bF(y)$ for all such energies and weights, over the whole energy axis. The first inequality is `hkey`. The identity for the difference of squares is `e`, where `linear_combination` uses the squares of the two roots and $a+b=1$.

A strictly convex function is not linear on any interval. The part of a squared spectrum that looks straight is therefore slightly curved in this model, and the slope of a fitted line depends on where it is fitted.

## Where the tangent meets zero

Differentiating the closed form gives

$$F'(w)=\frac12\left(\frac{w}{s(w)}+1\right)=\frac{s(w)+w}{2\,s(w)}=\frac{F(w)}{s(w)} .$$

```lean
/-- For positive broadening, the slope of the squared edge is its value divided by the
modulus of `w + iη`. -/
theorem hasDerivAt_edge_sq {η : ℝ} (hη : 0 < η) (w : ℝ) :
    HasDerivAt (fun v => edge η v ^ 2) (edge η w ^ 2 / √(w ^ 2 + η ^ 2)) w := by
  have hs : √(w ^ 2 + η ^ 2) ≠ 0 := by positivity
  have hf : (fun v => edge η v ^ 2) = fun v => (√(v ^ 2 + η ^ 2) + v) / 2 :=
    funext (edge_sq hη)
  have h1 : HasDerivAt (fun v : ℝ => v ^ 2 + η ^ 2) (2 * w) w :=
    ((hasDerivAt_pow 2 w).add_const (η ^ 2)).congr_deriv (by norm_num)
  have h2 : HasDerivAt (fun v : ℝ => √(v ^ 2 + η ^ 2))
      (2 * w / (2 * √(w ^ 2 + η ^ 2))) w := h1.sqrt (by positivity)
  rw [hf, edge_sq hη]
  refine ((h2.fun_add (hasDerivAt_id' w)).div_const 2).congr_deriv ?_
  linear_combination (-1 / 2) * mul_inv_cancel₀ hs
```

`HasDerivAt` states that the derivative exists and has this value. In the proof, `h1` differentiates $v^2+\eta^2$ and `h2` its root. The last line brings the result to the form $F/s$.

With this slope the tangent factorises:

$$T_w(x)=F(w)+\frac{F(w)}{s(w)}(x-w)=\frac{F(w)}{s(w)}\,\bigl(x-(w-s(w))\bigr).$$

The prefactor is positive, so the tangent vanishes at exactly one energy,

$$x=w-\sqrt{w^2+\eta^2}<0 .$$

```lean
/-- For positive broadening, the tangent to the squared edge at any energy `w` meets zero
at `w - √(w² + η²)` and nowhere else, and this energy lies below the true edge at zero. -/
theorem tangent_gap {η : ℝ} (hη : 0 < η) (w : ℝ) :
    (∀ x, tangentLine η w x = 0 ↔ x = w - √(w ^ 2 + η ^ 2)) ∧
      w - √(w ^ 2 + η ^ 2) < 0 := by
  have hs : 0 < √(w ^ 2 + η ^ 2) := by positivity
  have hF : 0 < edge η w ^ 2 := (le_max_right w 0).trans_lt (max_lt_edge_sq hη w)
  refine ⟨fun x => ?_, by linarith [(abs_lt.1 (abs_lt_modulus hη w)).2]⟩
  unfold tangentLine
  rw [(hasDerivAt_edge_sq hη w).deriv]
  -- the tangent is its slope times the distance from the intercept
  have e : edge η w ^ 2 + edge η w ^ 2 / √(w ^ 2 + η ^ 2) * (x - w)
      = edge η w ^ 2 / √(w ^ 2 + η ^ 2) * (x - (w - √(w ^ 2 + η ^ 2))) := by
    linear_combination (-edge η w ^ 2) * mul_inv_cancel₀ hs.ne'
  rw [e, mul_eq_zero, sub_eq_zero]
  exact or_iff_right (div_pos hF hs).ne'
```

The theorem has two parts. The first is an equivalence: `tangentLine η w x` is zero if and only if $x$ is the stated intercept. The second says that the intercept is negative, that is, below the true edge. Both hold for tangents taken at any real $w$, including energies below the gap. The factorised tangent is `e`, and `or_iff_right` discards the case in which the prefactor vanishes.

The value $\eta=0$ has to be excluded. In that case $F(w)=w$ for $w>0$, and the tangent there meets zero exactly at the true edge.

## A bound on the error for tangents above the edge

Let $w>0$ and let $x$ be the zero of the tangent. The gap is then underestimated by $-x=s(w)-w$. Since $s(w)>w$,

$$0<(s(w)-w)^2=2w^2+\eta^2-2w\,s(w),$$

and rearranging gives $2w\,(s(w)-w)<\eta^2$, or

$$-x<\frac{\eta^2}{2w}.$$

```lean
/-- For positive broadening and a tangent taken at `w > 0`, the extrapolated gap lies less
than `η² / (2w)` below the true edge. -/
theorem tangent_gap_error {η w x : ℝ} (hη : 0 < η) (hw : 0 < w)
    (hx : tangentLine η w x = 0) : -x < η ^ 2 / (2 * w) := by
  have hs : √(w ^ 2 + η ^ 2) ^ 2 = w ^ 2 + η ^ 2 := Real.sq_sqrt (by positivity)
  have hlt := (abs_lt.1 (abs_lt_modulus hη w)).2
  rw [((tangent_gap hη w).1 x).1 hx, lt_div_iff₀ (by positivity)]
  nlinarith [pow_pos (sub_pos.2 hlt) 2]
```

The hypothesis `hx` says that $x$ is a zero of the tangent, and the preceding theorem converts it into the explicit intercept. The final `nlinarith` receives the positive square $(s(w)-w)^2$.

At $w=0$, where this bound does not apply, the intercept is still simple. There $F(0)=\eta/2$ and the slope is $\tfrac12$, so the tangent meets zero at $-\eta$, and the gap is too low by one full half width. For fixed $w>0$ and $\eta\to0$ the error vanishes at least as fast as $\eta^2$.

## A line through two points of the spectrum

A measured or computed spectrum is a list of values, and a line through two of them needs no derivative. From here on $a<b$ are two energies, no longer weights. The slope of the line through the squared edge at $a$ and $b$ is

$$m=\frac{F(b)-F(a)}{b-a}=\frac12\left(\frac{s(b)-s(a)}{b-a}+1\right).$$

The difference of the squared moduli factorises as

$$\bigl(s(b)-s(a)\bigr)\bigl(s(b)+s(a)\bigr)=b^2-a^2=(b-a)(b+a).$$

Since $|a+b|<s(a)+s(b)$, it follows that $|s(b)-s(a)|<b-a$, and hence $0<m<1$.

Suppose the line vanishes at $x$, so that $m(a-x)=F(a)$. The right-hand side is positive and $m>0$, so $a-x>0$. Because $m<1$ and $F(a)>a$,

$$a-x>m(a-x)=F(a)>a,$$

which means $x<0$.

```lean
/-- For positive broadening, the straight line through the squared edge at two energies
`a < b` meets zero only below the true edge. -/
theorem secant_gap_neg {η a b x : ℝ} (hη : 0 < η) (hab : a < b)
    (hx : edge η a ^ 2 + (edge η b ^ 2 - edge η a ^ 2) / (b - a) * (x - a) = 0) :
    x < 0 := by
  have hba : 0 < b - a := sub_pos.2 hab
  have ha := abs_lt.1 (abs_lt_modulus hη a)
  have hb := abs_lt.1 (abs_lt_modulus hη b)
  have hsa : √(a ^ 2 + η ^ 2) ^ 2 = a ^ 2 + η ^ 2 := Real.sq_sqrt (by positivity)
  have hsb : √(b ^ 2 + η ^ 2) ^ 2 = b ^ 2 + η ^ 2 := Real.sq_sqrt (by positivity)
  have hsum : 0 ≤ √(a ^ 2 + η ^ 2) + √(b ^ 2 + η ^ 2) := by positivity
  -- the modulus changes by less than the energy does
  have hup : √(b ^ 2 + η ^ 2) - √(a ^ 2 + η ^ 2) < b - a := by
    by_contra hc
    nlinarith [mul_nonneg hsum (sub_nonneg.2 (not_lt.1 hc)),
      mul_pos hba (add_pos (sub_pos.2 ha.2) (sub_pos.2 hb.2))]
  have hdown : -(b - a) < √(b ^ 2 + η ^ 2) - √(a ^ 2 + η ^ 2) := by
    by_contra hc
    nlinarith [mul_nonneg hsum (sub_nonneg.2 (not_lt.1 hc)),
      mul_pos hba (add_pos (sub_pos.2 ha.1) (sub_pos.2 hb.1))]
  -- hence the slope of the line lies strictly between zero and one
  have hm0 : 0 < (edge η b ^ 2 - edge η a ^ 2) / (b - a) := by
    apply div_pos _ hba
    rw [edge_sq hη, edge_sq hη]
    linarith
  have hm1 : (edge η b ^ 2 - edge η a ^ 2) / (b - a) < 1 := by
    rw [div_lt_one hba, edge_sq hη, edge_sq hη]
    linarith
  have hF := max_lt_iff.1 (max_lt_edge_sq hη a)
  generalize (edge η b ^ 2 - edge η a ^ 2) / (b - a) = m at hx hm0 hm1
  have hax : 0 < a - x := by
    by_contra hc
    nlinarith [mul_nonneg hm0.le (neg_nonneg.2 (not_lt.1 hc)), hF.2]
  nlinarith [mul_pos (sub_pos.2 hm1) hax, hF.1]

end

end BroadenedEdge
```

The hypothesis `hx` writes out the line in point-slope form and sets it to zero at `x`. Such an `x` exists because the slope is positive. The two bounds on the change of the modulus are `hup` and `hdown`, each obtained by contradiction after multiplication by $s(a)+s(b)$. They give `hm0` and `hm1`, the bounds $0<m$ and $m<1$. The inequality $a-x>0$ is `hax`, and the last line is the closing chain of inequalities.

```lean
#print axioms BroadenedEdge.strictConvexOn_edge_sq
-- 'BroadenedEdge.strictConvexOn_edge_sq' depends on axioms: [propext, Classical.choice, Quot.sound]
#print axioms BroadenedEdge.tangent_gap
-- 'BroadenedEdge.tangent_gap' depends on axioms: [propext, Classical.choice, Quot.sound]
#print axioms BroadenedEdge.tangent_gap_error
-- 'BroadenedEdge.tangent_gap_error' depends on axioms: [propext, Classical.choice, Quot.sound]
#print axioms BroadenedEdge.secant_gap_neg
-- 'BroadenedEdge.secant_gap_neg' depends on axioms: [propext, Classical.choice, Quot.sound]
```

## Extrapolation in a computed spectrum

In an independent-particle calculation the absorptive part of the dielectric function can be computed as a sum over transitions, each broadened by a Lorentzian of half width $\eta$. Suppose that every transition has the same weight in this sum, that the joint density of states is idealised as $\sqrt{w}$ at all energies above the gap, and that any factor in front of the sum that depends on the photon energy is divided out. The result is then proportional to $f$. It is squared and plotted against photon energy, and a line is extended to zero. If the true gap is $E_g$ and the line vanishes at $x$ on the scale used here, the gap read off is $E_g+x$.

Take $\eta=0.1$ eV. A tangent at $0.5$ eV above the gap meets zero at $x\approx-0.0099$ eV, just inside the bound of $0.01$ eV. A tangent at $0.1$ eV gives $x\approx-0.041$ eV. The line through the points at $0.2$ and $0.4$ eV gives $x\approx-0.018$ eV. To bring the bound for a tangent down to $0.005$ eV, it would have to be taken $1$ eV above the gap, where the bands of a real material may no longer be parabolic.

The model leaves out the antiresonant terms of the response, the finite width of the bands, excitonic enhancement, further transitions, a background, noise and broadening of other shapes, any of which can shift the intercept. The finite width alone removes part of the Lorentzian tails, an effect of first order in $\eta$ that can move the intercept above the true gap. The theorems concern tangents and lines through two points of the ideal curve; a regression line through more points would need an argument of its own.
